# Nonzero couplings of distinct magnitudes give at least quadratically many first-order lines

Suppose a first-order multiplet shows five fully resolved lines and is assigned to three spin-1/2 neighbours with three nonzero couplings, all of different magnitude. A fit can then search for coupling values indefinitely, because no such values exist. Unequal couplings can still make some lines coincide, so the count need not be the full $2^n$ for $n$ neighbours, but there is a limit to how many lines can be lost. The problem is to find that limit.

For a finite set of spin-1/2 neighbours in the weak-coupling limit, the bound is a check on the coupling pattern assumed when a multiplet is simulated or fitted.

## Lines, subset sums and a ladder of couplings

```lean
import Mathlib

open Finset

namespace MultipletLineCount

noncomputable section
```

Let $\nu_0$ be the centre of the multiplet and $J_k$ the coupling to neighbour $k$, all in the same frequency unit. As in Lean's `Fin n`, the index runs over $k=0,\dots,n-1$. A neighbour configuration is the set $s$ of neighbours in the upper state. By convention, such a neighbour shifts the line by $+J_k/2$ and any other by $-J_k/2$. The resulting position is $\nu(s)$. This first-order rule is built into the definition; it is not derived from a spin Hamiltonian.

```lean
/-- Position of the first-order line for which the neighbours in `s` are in the upper state
and all others in the lower: each coupling shifts the centre `ν₀` by plus or minus half. -/
def linePosition {n : ℕ} (ν₀ : ℝ) (J : Fin n → ℝ) (s : Finset (Fin n)) : ℝ :=
  ν₀ + ∑ k, (if k ∈ s then J k / 2 else -(J k / 2))
```

The multiplet $\mathcal L(J)$ is the finite set of all these positions. Coinciding lines count once, and intensities are not recorded.

```lean
/-- The distinct line positions of the multiplet; coinciding lines are counted once. -/
def lines {n : ℕ} (ν₀ : ℝ) (J : Fin n → ℝ) : Finset ℝ :=
  univ.image (linePosition ν₀ J)
```

For a set $A$ of neighbours, $S(A)$ denotes the set of distinct values of $\sum_{k\in s}J_k$ with $s\subseteq A$. The empty subset contributes $0$.

```lean
/-- The distinct sums of couplings over subsets of a set `A` of neighbours. -/
def subsetSums {n : ℕ} (J : Fin n → ℝ) (A : Finset (Fin n)) : Finset ℝ :=
  A.powerset.image (fun s => ∑ k ∈ s, J k)
```

The ladder has couplings $J_k=d(k+1)$, that is $d,2d,\dots,nd$, where $d$ is a fixed spacing.

```lean
/-- The ladder of couplings `d, 2d, ..., nd`. -/
def ladder (n : ℕ) (d : ℝ) (k : Fin n) : ℝ := d * (((k : ℕ) : ℝ) + 1)
```

## (a) From one triangular number to the next

Show that for every natural number $m$
$$\frac{(m+1)(m+2)}{2}=\frac{m(m+1)}{2}+(m+1).$$

**Solution.** Expand $(m+1)(m+2)=m(m+1)+2(m+1)$ and halve both sides. Division of natural numbers in Lean rounds down, which changes nothing here because $m(m+1)$ is even. The proof performs the same expansion and then takes the multiple of 2 out of the quotient.

```lean
/-- The triangular number of `m + 1` exceeds that of `m` by `m + 1`. -/
theorem triangular_succ (m : ℕ) :
    (m + 1) * (m + 1 + 1) / 2 = m * (m + 1) / 2 + (m + 1) := by
  rw [show (m + 1) * (m + 1 + 1) = m * (m + 1) + (m + 1) * 2 by ring,
    Nat.add_mul_div_right _ _ two_pos]
```

## (b) A line as an offset plus a subset sum

Show that the position of a line is a configuration-independent offset plus the couplings to the neighbours in the upper state:
$$\nu(s)=\Bigl(\nu_0-\tfrac12\sum_{k}J_k\Bigr)+\sum_{k\in s}J_k .$$

**Solution.** For $k\in s$ write $J_k/2=J_k-J_k/2$; for $k\notin s$ write $-J_k/2=0-J_k/2$. Every neighbour now contributes $-J_k/2$, and those in $s$ contribute an additional $J_k$. Summing over $k$ gives the result. In Lean, `split_ifs` separates the same two cases.

```lean
/-- Measured from the position with all neighbours in the lower state, a line is displaced
by the sum of the couplings to the neighbours in the upper state. -/
theorem linePosition_eq {n : ℕ} (ν₀ : ℝ) (J : Fin n → ℝ) (s : Finset (Fin n)) :
    linePosition ν₀ J s = (ν₀ - ∑ k, J k / 2) + ∑ k ∈ s, J k := by
  have h : ∑ k ∈ s, J k = ∑ k, (if k ∈ s then J k else 0) := by simp
  have h' : ∑ k, (if k ∈ s then J k / 2 else -(J k / 2))
      = ∑ k, (if k ∈ s then J k else 0) - ∑ k, J k / 2 := by
    rw [← Finset.sum_sub_distrib]
    refine Finset.sum_congr rfl fun k _ => ?_
    split_ifs <;> ring
  unfold linePosition
  rw [h, h']
  ring
```

## (c) Counting lines by counting sums

Show that, for any real couplings, there are as many lines as subset sums of all the couplings:
$$\operatorname{card}\mathcal L(J)=\operatorname{card}S(\{0,\dots,n-1\}).$$

**Solution.** By (b), $\mathcal L(J)$ is the set of subset sums shifted by a constant. A shift never merges two different numbers, so the counts agree. The proof writes `lines` as the image of `subsetSums` under this shift and uses its injectivity.

```lean
/-- A multiplet has as many distinct lines as its couplings have distinct subset sums. -/
theorem card_lines {n : ℕ} (ν₀ : ℝ) (J : Fin n → ℝ) :
    (lines ν₀ J).card = (subsetSums J univ).card := by
  have h : lines ν₀ J
      = (subsetSums J univ).image (fun x => (ν₀ - ∑ k, J k / 2) + x) := by
    unfold lines subsetSums
    rw [Finset.powerset_univ, Finset.image_image]
    exact Finset.image_congr (fun s _ => linePosition_eq ν₀ J s)
  rw [h, Finset.card_image_of_injective _ (add_right_injective _)]
```

## (d) Adding positive couplings in increasing order

Let all $J_k$ be positive and pairwise distinct, and let $A$ contain $m$ neighbours. Show that
$$\operatorname{card}S(A)\ \ge\ \frac{m(m+1)}{2}+1 .$$

**Solution.** For $m=0$ the only sum is $0$, and the bound is $1$. Now suppose that the bound holds for a set $s$ of $m$ neighbours, and add a neighbour $a$ whose coupling is at least as large as all those in $s$. Since the couplings are distinct, $J_a>J_x$ for every $x\in s$. With $T=\sum_{k\in s}J_k$, consider the sums
$$J_a+T,\qquad J_a+T-J_x\quad(x\in s).$$

- They are $m+1$ different numbers, because the $J_x$ are distinct and none is zero.
- They are new. Every old sum is at most $T$, since the couplings are positive, whereas $J_a+T-J_x>T$ and $J_a+T>T$.
- They are subset sums of $s\cup\{a\}$: the full total, and the total with $x$ left out.

The enlarged set therefore has at least $\frac{m(m+1)}2+1+(m+1)$ sums, which by (a) is the bound for $m+1$.

In Lean, `Finset.induction_on_max_value` adds the neighbours in this order. The three points above are `hcard`, `hdisj` and `hsub`, and the final count combines them with `triangular_succ`.

```lean
/-- For positive, pairwise distinct couplings, any `m` of them have at least
`m(m+1)/2 + 1` distinct subset sums. -/
theorem card_subsetSums_ge {n : ℕ} (J : Fin n → ℝ) (hpos : ∀ k, 0 < J k)
    (hinj : Function.Injective J) (A : Finset (Fin n)) :
    A.card * (A.card + 1) / 2 + 1 ≤ (subsetSums J A).card := by
  -- add the couplings in increasing order
  refine Finset.induction_on_max_value J A ?_ ?_
  · simp [subsetSums]
  · intro a s ha hmax ih
    have hlt : ∀ x ∈ s, J x < J a := fun x hx =>
      lt_of_le_of_ne (hmax x hx) (fun h => ha (hinj h ▸ hx))
    -- the new total, and the new total with one earlier coupling left out
    obtain ⟨new, hnew⟩ : ∃ N : Finset ℝ, N = insert (J a + ∑ k ∈ s, J k)
        (s.image (fun x => J a + ∑ k ∈ s, J k - J x)) := ⟨_, rfl⟩
    have hcard : new.card = s.card + 1 := by
      rw [hnew, Finset.card_insert_of_notMem, Finset.card_image_of_injective]
      · intro x y h
        dsimp only at h
        exact hinj (by linarith)
      · intro h
        obtain ⟨x, _, hx⟩ := Finset.mem_image.mp h
        linarith [hpos x]
    -- these sums lie above every old one
    have hdisj : Disjoint (subsetSums J s) new := by
      rw [Finset.disjoint_left]
      intro y hy hy'
      simp only [subsetSums, Finset.mem_image, Finset.mem_powerset] at hy
      obtain ⟨t, ht, rfl⟩ := hy
      have hle : ∑ k ∈ t, J k ≤ ∑ k ∈ s, J k :=
        Finset.sum_le_sum_of_subset_of_nonneg ht (fun k _ _ => (hpos k).le)
      rw [hnew, Finset.mem_insert, Finset.mem_image] at hy'
      rcases hy' with h | ⟨x, hx, h⟩
      · linarith [hpos a]
      · linarith [hlt x hx]
    have hsub : subsetSums J s ∪ new ⊆ subsetSums J (insert a s) := by
      intro y hy
      rw [Finset.mem_union] at hy
      simp only [subsetSums, Finset.mem_image, Finset.mem_powerset] at hy ⊢
      rcases hy with ⟨t, ht, rfl⟩ | hy
      · exact ⟨t, ht.trans (Finset.subset_insert a s), rfl⟩
      · rw [hnew, Finset.mem_insert, Finset.mem_image] at hy
        rcases hy with rfl | ⟨x, hx, rfl⟩
        · exact ⟨insert a s, Finset.Subset.refl _, Finset.sum_insert ha⟩
        · refine ⟨(insert a s).erase x, Finset.erase_subset _ _, ?_⟩
          have h := Finset.sum_erase_add (insert a s) J (Finset.mem_insert_of_mem hx)
          rw [Finset.sum_insert ha] at h
          linarith
    have h := Finset.card_le_card hsub
    rw [Finset.card_union_of_disjoint hdisj, hcard] at h
    rw [Finset.card_insert_of_notMem ha, triangular_succ]
    omega
```

## (e) Replacing couplings by their magnitudes

Couplings may be negative. Show that taking magnitudes creates no new lines:
$$\mathcal L(|J|)\subseteq\mathcal L(J),$$
where $|J|$ stands for the couplings $|J_k|$ and both multiplets have the same centre.

**Solution.** Take a configuration $s$ for the couplings $|J_k|$. Keep the state of each neighbour with $J_k\ge0$ and reverse the state of each neighbour with $J_k<0$. In the second case both the sign of the coupling and the sign in front of its half change, so the contribution stays the same. The new configuration thus puts a line of the signed multiplet at the same position. The proof defines it as the set of $k$ for which `k ∈ s ↔ 0 ≤ J k` and compares the contributions one by one.

```lean
/-- Every line of the multiplet with couplings `|J k|` is also a line of the multiplet
with the signed couplings `J k`. -/
theorem lines_abs_subset {n : ℕ} (ν₀ : ℝ) (J : Fin n → ℝ) :
    lines ν₀ (fun k => |J k|) ⊆ lines ν₀ J := by
  intro y hy
  simp only [lines, Finset.mem_image, Finset.mem_univ, true_and] at hy ⊢
  obtain ⟨s, rfl⟩ := hy
  -- flip the neighbours whose coupling is negative
  refine ⟨univ.filter (fun k => (k ∈ s ↔ 0 ≤ J k)), ?_⟩
  unfold linePosition
  congr 1
  refine Finset.sum_congr rfl fun k _ => ?_
  rcases le_or_gt 0 (J k) with h | h
  · by_cases hk : k ∈ s <;> simp [hk, h, abs_of_nonneg h]
  · by_cases hk : k ∈ s <;> simp [hk, not_le.mpr h, abs_of_neg h, neg_div]
```

## (f) The least number of lines

Let $n$ couplings be nonzero, with pairwise distinct magnitudes. Show that
$$\operatorname{card}\mathcal L(J)\ \ge\ \frac{n(n+1)}{2}+1 .$$

**Solution.** The magnitudes are positive and distinct, so (d) bounds the number of their subset sums. By (c) this is the number of lines in $\mathcal L(|J|)$, and by (e) all of those lines occur in $\mathcal L(J)$. The Lean proof chains the same three results.

The hypothesis `hinj` concerns magnitudes, not signed values: the two couplings $1$ and $-1$ differ, yet they give only three lines where the bound for $n=2$ would require four. The hypothesis `h0` excludes a neighbour that causes no splitting; a single zero coupling gives one line, not two.

```lean
/-- A first-order multiplet from `n` nonzero couplings of pairwise distinct magnitudes has
at least `n(n+1)/2 + 1` distinct line positions. -/
theorem card_lines_ge {n : ℕ} (ν₀ : ℝ) (J : Fin n → ℝ) (h0 : ∀ k, J k ≠ 0)
    (hinj : Function.Injective (fun k => |J k|)) :
    n * (n + 1) / 2 + 1 ≤ (lines ν₀ J).card := by
  have h := card_subsetSums_ge (fun k => |J k|) (fun k => abs_pos.mpr (h0 k)) hinj univ
  simp only [Finset.card_univ, Fintype.card_fin] at h
  rw [← card_lines ν₀] at h
  exact h.trans (Finset.card_le_card (lines_abs_subset ν₀ J))
```

## (g) Every multiple on the ladder

For the ladder with $d>0$, show that the subset sums fill a complete range of multiples:
$$S(\{0,\dots,n-1\})=\Bigl\{\,md\ :\ m=0,1,\dots,\tfrac{n(n+1)}2\Bigr\}.$$

**Solution.** A subset $s$ has the sum $d\sum_{k\in s}(k+1)$. This is $d$ times a natural number no larger than $1+2+\dots+n=\frac{n(n+1)}2$, a total that follows from (a) by induction. The left side is therefore contained in the right side, which has at most $\frac{n(n+1)}2+1$ elements. The ladder couplings are positive and distinct, so by (d) the left side has at least that many. The two sets are equal, and no subset has to be constructed for any particular multiple.

The Lean proof has the same two halves, joined by `Finset.eq_of_subset_of_card_le`: a contained set with at least as many elements is the whole set.

```lean
/-- For `d > 0` the subset sums of the couplings `d, 2d, ..., nd` are exactly the multiples
`0, d, 2d, ...` up to `n(n+1)/2` times `d`. -/
theorem subsetSums_ladder (n : ℕ) {d : ℝ} (hd : 0 < d) :
    subsetSums (ladder n d) univ
      = (range (n * (n + 1) / 2 + 1)).image (fun m : ℕ => d * (m : ℝ)) := by
  have htotal : ∀ m : ℕ, ∑ i ∈ range m, (i + 1) = m * (m + 1) / 2 := by
    intro m
    induction m with
    | zero => simp
    | succ m ih => rw [Finset.sum_range_succ, ih, triangular_succ]
  apply Finset.eq_of_subset_of_card_le
  · intro y hy
    simp only [subsetSums, Finset.mem_image, Finset.mem_powerset] at hy
    obtain ⟨s, hs, rfl⟩ := hy
    refine Finset.mem_image.mpr ⟨∑ k ∈ s, ((k : ℕ) + 1), ?_, ?_⟩
    · have h1 : ∑ k ∈ s, ((k : ℕ) + 1) ≤ ∑ k : Fin n, ((k : ℕ) + 1) :=
        Finset.sum_le_sum_of_subset hs
      rw [Fin.sum_univ_eq_sum_range (fun i => i + 1) n, htotal] at h1
      exact Finset.mem_range.mpr (Nat.lt_succ_of_le h1)
    · simp only [ladder]
      push_cast
      rw [Finset.mul_sum]
  · -- the general lower bound leaves no multiple out
    have hpos : ∀ k, 0 < ladder n d k := fun k => by
      unfold ladder
      positivity
    have hinj : Function.Injective (ladder n d) := by
      intro i j h
      have h' := mul_left_cancel₀ hd.ne' h
      have h'' : ((i : ℕ) : ℝ) = ((j : ℕ) : ℝ) := by linarith
      exact Fin.ext (by exact_mod_cast h'')
    have h := card_subsetSums_ge (ladder n d) hpos hinj univ
    simp only [Finset.card_univ, Fintype.card_fin] at h
    refine Finset.card_image_le.trans ?_
    rw [Finset.card_range]
    exact h
```

## (h) A multiplet that attains the bound

For the ladder with $d>0$, show that
$$\operatorname{card}\mathcal L(J)=\frac{n(n+1)}2+1 .$$

**Solution.** By (c) the lines are as many as the subset sums, which (g) lists. The multiples $md$ are different for different $m$ because $d\ne0$, so there is one line for each $m$. The bound in (f) is thus attained for every $n$. With $n=3$ there are seven lines from eight configurations, because $d+2d=3d$.

```lean
/-- The couplings `d, 2d, ..., nd` with `d > 0` give exactly `n(n+1)/2 + 1` distinct
line positions. -/
theorem card_lines_ladder (n : ℕ) (ν₀ : ℝ) {d : ℝ} (hd : 0 < d) :
    (lines ν₀ (ladder n d)).card = n * (n + 1) / 2 + 1 := by
  have hinj : Function.Injective (fun m : ℕ => d * (m : ℝ)) := by
    intro a b h
    have h' : (a : ℝ) = (b : ℝ) := mul_left_cancel₀ hd.ne' h
    exact_mod_cast h'
  rw [card_lines, subsetSums_ladder n hd, Finset.card_image_of_injective _ hinj,
    Finset.card_range]
```

## (i) What too few lines reveal

Let $n$ nonzero couplings give fewer than $\frac{n(n+1)}2+1$ lines. Show that
$$|J_i|=|J_j|\quad\text{for some } i\ne j .$$

**Solution.** If all magnitudes were different, (f) would give at least $\frac{n(n+1)}2+1$ lines, a contradiction. The Lean proof is the same argument by contradiction. The five lines of the opening example fall short of the seven needed for $n=3$, so if there really are three nonzero couplings, two of them must have equal magnitude, contrary to the assignment.

The converse fails: couplings $1,1,3,6$ give twelve lines, above the bound of eleven for $n=4$, although two of them are equal. Applying the result to a measured spectrum also requires that every distinct position be seen as a separate peak, since lines closer together than the linewidth can lower the observed count.

```lean
/-- If `n` nonzero couplings give fewer than `n(n+1)/2 + 1` distinct line positions, then
two of the couplings have equal magnitude. -/
theorem exists_equal_magnitude {n : ℕ} (ν₀ : ℝ) (J : Fin n → ℝ) (h0 : ∀ k, J k ≠ 0)
    (hfew : (lines ν₀ J).card < n * (n + 1) / 2 + 1) :
    ∃ i j, i ≠ j ∧ |J i| = |J j| := by
  by_contra h
  exact not_le_of_gt hfew (card_lines_ge ν₀ J h0
    (fun i j hij => by_contra fun hne => h ⟨i, j, hne, hij⟩))

end

end MultipletLineCount
```

```lean
#print axioms MultipletLineCount.card_lines_ge
-- 'MultipletLineCount.card_lines_ge' depends on axioms: [propext, Classical.choice, Quot.sound]
#print axioms MultipletLineCount.card_lines_ladder
-- 'MultipletLineCount.card_lines_ladder' depends on axioms: [propext, Classical.choice, Quot.sound]
#print axioms MultipletLineCount.exists_equal_magnitude
-- 'MultipletLineCount.exists_equal_magnitude' depends on axioms: [propext, Classical.choice, Quot.sound]
```
